# The squared Wigner 3j symbol with j = 4, 2, 4 and m = −1, 0, 1 equals 289/13860

The theorem `threeJ_sq_424` gives the square of one Wigner 3j symbol, the coefficient for coupling three angular momenta to zero total: for j = 4, 2, 4 with projections −1, 0, 1 it is 289/13860. The file passes doubled values, so these appear as the integers 8, 4, 8 and −2, 0, 2, and it defines the symbol by Racah's formula when the selection rules hold and as zero otherwise. The attempt first checks the selection rules, then asks `norm_num` to evaluate the factorial prefactor times the square of Racah's sum as a rational number. The general result `threeJ_sq` is then to carry that value over to the squared symbol.

Lean 4 with Mathlib refuses this proof:

```lean
import Mathlib

open Finset

namespace ThreeJSq424

noncomputable section

/-- The factorial `(n/2)!` for an even integer `n ≥ 0`, where `n` is a doubled argument. -/
def halfFact (n : ℤ) : ℕ := (n / 2).toNat.factorial

/-- The reciprocal factorial `1/(n/2)!` for even `n`, taken to be zero when `n` is negative. -/
def invHalfFact (n : ℤ) : ℚ := if n < 0 then 0 else 1 / (halfFact n : ℚ)

/-- The selection rules for `a, b, c = 2j₁, 2j₂, 2j₃` and `α, β, γ = 2m₁, 2m₂, 2m₃`:
triangle condition, parity, range of the projections and zero total projection. -/
structure Admissible (a b c α β γ : ℤ) : Prop where
  tri₁ : a ≤ b + c
  tri₂ : b ≤ c + a
  tri₃ : c ≤ a + b
  parity : 2 ∣ a + b + c
  parity₁ : 2 ∣ a + α
  parity₂ : 2 ∣ b + β
  range₁ : -a ≤ α ∧ α ≤ a
  range₂ : -b ≤ β ∧ β ≤ b
  range₃ : -c ≤ γ ∧ γ ≤ c
  total : α + β + γ = 0

/-- The product of the nine factorials in the numerator under Racah's square root. -/
def racahNum (a b c α β γ : ℤ) : ℕ :=
  halfFact (a + b - c) * halfFact (a - b + c) * halfFact (-a + b + c) *
    halfFact (a + α) * halfFact (a - α) * halfFact (b + β) * halfFact (b - β) *
    halfFact (c + γ) * halfFact (c - γ)

/-- The quantity under Racah's square root: nine factorials over `(j₁+j₂+j₃+1)!`. -/
def racahWeight (a b c α β γ : ℤ) : ℚ :=
  (racahNum a b c α β γ : ℚ) / (halfFact (a + b + c + 2) : ℚ)

/-- Racah's alternating single sum over products of six reciprocal factorials. -/
def racahSum (a b c α β : ℤ) : ℚ :=
  ∑ k ∈ range (((a + b - c) / 2).toNat + 1), (-1) ^ k *
    (invHalfFact (2 * (k : ℤ)) * invHalfFact (a + b - c - 2 * k) *
      invHalfFact (a - α - 2 * k) * invHalfFact (b + β - 2 * k) *
      invHalfFact (c - b + α + 2 * k) * invHalfFact (c - a - β + 2 * k))

open Classical in
/-- The Wigner 3j symbol with doubled arguments, given by Racah's formula when the selection
rules hold and equal to zero otherwise. -/
def threeJ (a b c α β γ : ℤ) : ℝ :=
  if Admissible a b c α β γ then
    (-1 : ℝ) ^ ((a - b - γ) / 2) * √(racahWeight a b c α β γ : ℝ) * (racahSum a b c α β : ℝ)
  else 0

/-- When the selection rules hold, the squared 3j symbol is the rational number formed by
Racah's factorial prefactor times the square of his sum. -/
theorem threeJ_sq {a b c α β γ : ℤ} (h : Admissible a b c α β γ) :
    threeJ a b c α β γ ^ 2 =
      ((racahWeight a b c α β γ * racahSum a b c α β ^ 2 : ℚ) : ℝ) := by
  have hw : (0 : ℝ) ≤ (racahWeight a b c α β γ : ℝ) :=
    Rat.cast_nonneg.mpr (by unfold racahWeight; positivity)
  have hs : ((-1 : ℝ) ^ ((a - b - γ) / 2)) ^ 2 = 1 := by
    rcases Int.even_or_odd ((a - b - γ) / 2) with h | h
    · rw [h.neg_one_zpow]; norm_num
    · rw [h.neg_one_zpow]; norm_num
  unfold threeJ
  rw [if_pos h, mul_pow, mul_pow, Real.sq_sqrt hw, hs, one_mul, Rat.cast_mul, Rat.cast_pow]

/-- The squared symbol `(4 2 4; -1 0 1)²` equals `289/13860`. -/
theorem threeJ_sq_424 : threeJ 8 4 8 (-2) 0 2 ^ 2 = 289 / 13860 := by
  have h : Admissible 8 4 8 (-2) 0 2 := by constructor <;> norm_num
  have e : racahWeight 8 4 8 (-2) 0 2 * racahSum 8 4 8 (-2) 0 ^ 2 = 289 / 13860 := by
    norm_num [racahWeight, racahNum, racahSum, halfFact, invHalfFact,
      Finset.sum_range_succ, Nat.factorial]
  rw [threeJ_sq h, e]
  norm_num

end

end ThreeJSq424
```

The error:

```
Main.lean:71:83: error: unsolved goals
h : Admissible 8 4 8 (-2) 0 2
⊢ ↑(Int.toNat 2).factorial * ↑(Int.toNat 6).factorial * ↑(Int.toNat 2).factorial * ↑(Int.toNat 3).factorial *
                  ↑(Int.toNat 5).factorial *
                ↑(Int.toNat 2).factorial *
              ↑(Int.toNat 2).factorial *
            ↑(Int.toNat 5).factorial *
          ↑(Int.toNat 3).factorial /
        ↑(Int.toNat 11).factorial *
      ((∑ x ∈ range (Int.toNat 2),
            if 2 * ↑x < 0 then 0
            else
              if 2 + 2 * ↑x < 0 then 0
              else
                if 4 < 2 * ↑x then 0
                else
                  if 10 < 2 * ↑x then 0
                  else
                    if 4 < 2 * ↑x then 0
                    else
                      if 2 * ↑x < 0 then 0
                      else
                        (-1) ^ x *
                          ((↑x.factorial)⁻¹ * (↑((4 - 2 * ↑x) / 2).toNat.factorial)⁻¹ *
                                  (↑((10 - 2 * ↑x) / 2).toNat.factorial)⁻¹ *
                                (↑((4 - 2 * ↑x) / 2).toNat.factorial)⁻¹ *
                              (↑((2 + 2 * ↑x) / 2).toNat.factorial)⁻¹ *
                            (↑x.factorial)⁻¹)) +
          (-1) ^ Int.toNat 2 *
            ((↑(Int.toNat 2).factorial)⁻¹ * (↑(Int.toNat 3).factorial)⁻¹ * (↑(Int.toNat 3).factorial)⁻¹ *
              (↑(Int.toNat 2).factorial)⁻¹)) ^
        2 =
    289 / 13860
```

The message says that `norm_num` did not finish the rational identity `e`. In the goal that remains, terms such as `Int.toNat 2` and `Int.toNat 11` have not been reduced to natural-number literals. The equations of `Nat.factorial` apply to zero or a successor, so they cannot unfold a factorial whose argument is still in this form.

The sum is held up in the same way. `Finset.sum_range_succ` has split off the last term, using the explicit `+ 1` in the range, but it cannot open the remaining `range (Int.toNat 2)`.

The repair proves the needed conversions, `t2` to `t6` and `t11`, by `rfl`, since each holds by computation, and gives them to `norm_num`. The factorials and the range then have literal arguments, and the evaluation can finish. `Int.toNat 4` is not in the message, but it arises from `(10 - 2 * ↑x) / 2` when the sum is opened at `x = 1`, which is why `t4` is in the list. The added comment is only explanatory.

The mended proof, as a diff:

```diff
@@ -69,7 +69,14 @@
 theorem threeJ_sq_424 : threeJ 8 4 8 (-2) 0 2 ^ 2 = 289 / 13860 := by
   have h : Admissible 8 4 8 (-2) 0 2 := by constructor <;> norm_num
+  -- the numerals at which the factorials are evaluated
+  have t2 : Int.toNat 2 = 2 := rfl
+  have t3 : Int.toNat 3 = 3 := rfl
+  have t4 : Int.toNat 4 = 4 := rfl
+  have t5 : Int.toNat 5 = 5 := rfl
+  have t6 : Int.toNat 6 = 6 := rfl
+  have t11 : Int.toNat 11 = 11 := rfl
   have e : racahWeight 8 4 8 (-2) 0 2 * racahSum 8 4 8 (-2) 0 ^ 2 = 289 / 13860 := by
     norm_num [racahWeight, racahNum, racahSum, halfFact, invHalfFact,
-      Finset.sum_range_succ, Nat.factorial]
+      Finset.sum_range_succ, Nat.factorial, t2, t3, t4, t5, t6, t11]
   rw [threeJ_sq h, e]
   norm_num
```
